# The static polarization built from orthogonally projected orbitals sums to minus the weighted squares of the occupied–empty couplings

On a finite grid, pair densities ρᵢⱼ(x) = (Bφᵢ)(x)(Bχⱼ)(x) are built from real occupied orbitals φᵢ and empty orbitals χⱼ, each projected by a real matrix B that is symmetric and satisfies B² = B. The static polarization matrix is P(x,y) = −∑ᵢⱼ cᵢⱼ ρᵢⱼ(x)ρᵢⱼ(y). The theorem `total_sum` says that the sum of all its entries, which is the total charge induced by a uniform unit potential when grid sums carry unit weight, equals −∑ᵢⱼ cᵢⱼ (φᵢᵀBχⱼ)². The two orbital families are finite, the weights cᵢⱼ are arbitrary real numbers, and the orbitals need be neither normalised nor orthogonal. The plan is to swap the two grid sums, apply the earlier result `column_sum` to each column, and then sum the pair densities over the grid to obtain the second coupling factor.

The failing Lean file:

```lean
import Mathlib

open Matrix

namespace TotalSum

noncomputable section

variable {X o e : Type*} [Fintype X] [Fintype o] [Fintype e]
  {B : Matrix X X ℝ} {φ : Matrix X o ℝ} {χ : Matrix X e ℝ} {c : o → e → ℝ}

/-- The product, at grid point `x`, of the projected occupied orbital `i` and the projected
empty orbital `j`. Orbitals are the columns of `φ` and `χ`. -/
def pairDensity (B : Matrix X X ℝ) (φ : Matrix X o ℝ) (χ : Matrix X e ℝ)
    (i : o) (j : e) (x : X) : ℝ :=
  (B * φ) x i * (B * χ) x j

/-- The static polarization built from projected orbitals, with weight `c i j` for the
transition from occupied orbital `i` to empty orbital `j`. -/
def polarization (c : o → e → ℝ) (B : Matrix X X ℝ) (φ : Matrix X o ℝ)
    (χ : Matrix X e ℝ) : Matrix X X ℝ :=
  Matrix.of fun x y =>
    -∑ i, ∑ j, c i j * pairDensity B φ χ i j x * pairDensity B φ χ i j y

/-- The matrix elements of `B` between occupied and empty orbitals. -/
def coupling (B : Matrix X X ℝ) (φ : Matrix X o ℝ) (χ : Matrix X e ℝ) : Matrix o e ℝ :=
  φᵀ * B * χ

omit [Fintype o] [Fintype e] in
/-- For a symmetric projector, the total charge of a projected pair density is the matrix
element of the projector between the two orbitals. -/
theorem sum_pairDensity (hs : Bᵀ = B) (hp : B * B = B) (i : o) (j : e) :
    ∑ x, pairDensity B φ χ i j x = coupling B φ χ i j := by
  have h : (B * φ)ᵀ * (B * χ) = φᵀ * B * χ := by
    rw [Matrix.transpose_mul, hs]
    calc φᵀ * B * (B * χ) = φᵀ * (B * B) * χ := by simp only [Matrix.mul_assoc]
      _ = φᵀ * B * χ := by rw [hp]
  change ((B * φ)ᵀ * (B * χ)) i j = (φᵀ * B * χ) i j
  rw [h]

/-- For a symmetric projector, the total charge induced by a unit potential at grid point `y` is
minus the sum of the pair densities at `y`, each multiplied by its transition weight and its
occupied-empty coupling. -/
theorem column_sum (hs : Bᵀ = B) (hp : B * B = B) (y : X) :
    ∑ x, polarization c B φ χ x y =
      -∑ i, ∑ j, c i j * coupling B φ χ i j * pairDensity B φ χ i j y := by
  simp only [polarization, Matrix.of_apply, Finset.sum_neg_distrib]
  rw [neg_inj, Finset.sum_comm]
  refine Finset.sum_congr rfl fun i _ => ?_
  rw [Finset.sum_comm]
  refine Finset.sum_congr rfl fun j _ => ?_
  rw [← sum_pairDensity hs hp i j, Finset.mul_sum, Finset.sum_mul]

/-- For a symmetric projector, the total sum of the projected polarization is minus the
weighted sum of the squared occupied-empty couplings. -/
theorem total_sum (hs : Bᵀ = B) (hp : B * B = B) :
    ∑ x, ∑ y, polarization c B φ χ x y =
      -∑ i, ∑ j, c i j * coupling B φ χ i j ^ 2 := by
  rw [Finset.sum_comm]
  simp only [column_sum hs hp, Finset.sum_neg_distrib]
  rw [neg_inj, Finset.sum_comm]
  refine Finset.sum_congr rfl fun i _ => ?_
  rw [Finset.sum_comm]
  refine Finset.sum_congr rfl fun j _ => ?_
  rw [← Finset.mul_sum, sum_pairDensity hs hp]
  ring

end

end TotalSum
```

Compiling this gives:

```
Main.lean:60:2: error: `simp` made no progress

Note: The target expression is not type-correct under the `implicit` transparency level, which may have triggered the failure. This is usually caused by unfolding of semireducible definitions in prior tactic steps. Use `set_option linter.tacticCheckInstances true` to investigate the source of the issue.
Full error:
  function expected
    polarization c B φ χ x
```

What went wrong. The error is reported at `simp only`, but the trouble starts one line earlier. `rw [Finset.sum_comm]` was meant to swap the grid sums on the left, and it swapped the sums over `i` and `j` on the right instead.

To match the left side, `rw` must fill the summand `f : X → X → ℝ` of `Finset.sum_comm` with `polarization c B φ χ`, whose type is `Matrix X X ℝ`. The two types agree only once `Matrix` is unfolded, which Lean does not do at the transparency used for this match. So `rw` passes over the left side and takes the next double sum it finds, without an error.

The inner sum on the left therefore still runs over the second index of the polarization, while `column_sum` sums over the first. `simp only` finds nothing to rewrite with it. `Finset.sum_neg_distrib` does not help either, since the minus sign it needs inside a sum would have come from `column_sum`. Lean's note points to the same unfolding of `Matrix`: "function expected" appears because `polarization c B φ χ` can be applied to `x` only when its type is seen as a function type.

The repair states the column sums in the swapped order as `h`, proved with `Finset.sum_congr` and `column_sum hs hp y` for each `y`. It then uses `Finset.sum_comm` as a term, joined to `h` by `trans`. This ties the swap to the left side, and ordinary elaboration can unfold `Matrix` to check it. The polarization is now gone from the goal, so `rw` can pull out the minus sign, cancel it with `neg_inj` and swap the remaining sums, whose summand is an ordinary function.

The repair, with which the file compiles:

```diff
@@ -57,7 +57,9 @@
     ∑ x, ∑ y, polarization c B φ χ x y =
       -∑ i, ∑ j, c i j * coupling B φ χ i j ^ 2 := by
-  rw [Finset.sum_comm]
-  simp only [column_sum hs hp, Finset.sum_neg_distrib]
-  rw [neg_inj, Finset.sum_comm]
+  have h : ∑ y, ∑ x, polarization c B φ χ x y =
+      ∑ y, -∑ i, ∑ j, c i j * coupling B φ χ i j * pairDensity B φ χ i j y :=
+    Finset.sum_congr rfl fun y _ => column_sum hs hp y
+  refine (Finset.sum_comm.trans h).trans ?_
+  rw [Finset.sum_neg_distrib, neg_inj, Finset.sum_comm]
   refine Finset.sum_congr rfl fun i _ => ?_
   rw [Finset.sum_comm]
```
